# For hopping rates $k\,e^{\pm\beta Fa/2}$, $\beta D(F)$ equals $dv/dF$ at every force and exceeds $v/F$ at every nonzero force

I run a simulation of a particle hopping along a chain under a constant force $F$, read the diffusion coefficient $D(F)$ off the spread of the trajectories, and multiply by $\beta = 1/k_BT$ to get a mobility. At small force this is the Einstein relation. At large force I have to know which mobility I have obtained: the slope $dv/dF$ of the drift velocity $v$, or the ratio $v/F$.

For steps of length $a>0$ and rates $k\,e^{\pm\beta Fa/2}$ to the right and left, with $k,\beta>0$, I believe the answer is the slope, exactly and at every force, while $v/F$ is strictly smaller than $\beta D(F)$ as soon as $F\neq0$. Can this be made rigorous and checked by machine? I would also like to see how much depends on splitting the force evenly between the two rates.

## At nonzero force the slope matches only for an even split, and the ratio falls short for every split

Your claim is correct, and the Lean file below proves it. To see what the even split does, let a real number $\theta$ set how the work $Fa$ of one step is shared between the two rates:

$$k_+ = k\,e^{\theta\beta Fa},\qquad k_- = k\,e^{(\theta-1)\beta Fa}.$$

Your rates are the case $\theta=1/2$, which describes a barrier top midway between two sites, so that the force has done half its work when the particle gets there. The prefactor $k$ is the hopping rate without force and is taken not to change with $F$. For every $\theta$ the rates satisfy local detailed balance, $k_+ = e^{\beta Fa}k_-$: the ratio of forward to backward rate is the Boltzmann factor of the work done in one step.

The drift is the rate-weighted step, and the diffusion coefficient is half the rate-weighted squared step:

$$v = a(k_+-k_-),\qquad D=\frac{a^2}{2}(k_++k_-).$$

**The slope.** Differentiating the exponentials gives

$$\frac{dv}{dF} = a\bigl(\theta\beta a\,k_+-(\theta-1)\beta a\,k_-\bigr)=\beta a^2\bigl(\theta k_++(1-\theta)k_-\bigr).$$

Subtract $\beta D=\beta a^2(k_++k_-)/2$ and use detailed balance:

$$\frac{dv}{dF}-\beta D=\beta a^2\left(\theta-\tfrac12\right)(k_+-k_-)=\beta a^2k_-\left(\theta-\tfrac12\right)\left(e^{\beta Fa}-1\right).$$

The factor $\beta a^2k_-$ is positive, and $e^{\beta Fa}=1$ only for $F=0$. The difference therefore vanishes exactly when $\theta=1/2$ or $F=0$.

**The ratio.** Write $w=\beta Fa$ for the work of one step in units of $k_BT$. Then

$$\beta\left(\beta DF^2-vF\right)=\frac{w^2}{2}(k_++k_-)-w(k_+-k_-)=\frac{k_-}{2}\,w\,g(w),$$

$$g(w)=w(e^w+1)-2(e^w-1).$$

It remains to show that $w\,g(w)>0$ for $w\neq0$. We have $g(0)=0$ and $g'(w)=1+(w-1)e^w$. For $w>0$ the strict inequality $e^{-w}>1-w$, multiplied by $e^w$, gives $1>(1-w)e^w$, which is $g'(w)>0$. Hence $g(w)>0$ for $w>0$. For negative $w$, expanding the product gives $g(-w)\,e^w=-g(w)$. The left side is positive because $-w>0$, so $g(w)<0$ and again $w\,g(w)>0$. Thus $vF<\beta DF^2$, and division by $F^2>0$ gives $v/F<\beta D$. No step used the value of $\theta$.

**Small force.** At $F=0$ both rates equal $k$, so $v(0)=0$ and $D(0)=a^2k$. The ratio $v/F$ is then the difference quotient of $v$ at zero, and it tends to $v'(0)=\beta D(0)$ for every $\theta$. This is the ordinary Einstein relation.

## How the Lean definitions correspond to the walk

`rateRight` and `rateLeft` are $k_+$ and $k_-$, `drift` is $v$, and `diffusion` is $D$, all as real functions of `k β a θ F` in that order. A positive force favours hops to the right.

The final theorem, `einstein_beyond_linear_response`, assumes `0 < k`, `0 < β` and `0 < a`, and sets `θ` to `1 / 2`. Its first part says through `HasDerivAt` that, at every `F`, the drift is differentiable in the force with derivative $\beta D(F)$. Its second part says that $vF<\beta D(F)F^2$ whenever `F ≠ 0`. This is your inequality multiplied by $F^2$. In this form the condition on `F` does real work, since at $F=0$ both sides are zero; with the quotient, Lean's convention $v/0=0$ would have made the inequality true there for no physical reason.

Three further theorems keep the assumptions `0 < k`, `0 < β` and `0 < a` and cover general `θ`, which may be any real number and is not confined to the interval from 0 to 1:

- `mobility_lt` gives the strict inequality for every load sharing.
- `differential_einstein_iff` says that $dv/dF=\beta D$ holds at a given force if and only if `θ = 1 / 2 ∨ F = 0`.
- `linear_response` gives the limit of $v/F$, where `𝓝[≠] 0` means that $F$ approaches zero without being equal to it.

The model is a single particle on a uniform one-dimensional chain with nearest-neighbour hops. Interactions, site disorder and memory are absent, and the exponential dependence of the rates on force is assumed, not derived from a barrier-crossing calculation. The file does not construct the random trajectories either. The link to them is `generator`, the backward generator, which gives the instantaneous rate of change of the expected value of an observable.

```lean
import Mathlib

open Filter Topology

namespace EinsteinBeyondLinearResponse

noncomputable section

/-- Rate of hops to the right under the force `F`, with load-sharing factor `θ`. -/
def rateRight (k β a θ F : ℝ) : ℝ := k * Real.exp (θ * β * F * a)

/-- Rate of hops to the left under the force `F`, with load-sharing factor `θ`. -/
def rateLeft (k β a θ F : ℝ) : ℝ := k * Real.exp ((θ - 1) * β * F * a)

/-- Drift velocity: the rate-weighted step. -/
def drift (k β a θ F : ℝ) : ℝ :=
  a * (rateRight k β a θ F - rateLeft k β a θ F)

/-- Diffusion coefficient: half the rate-weighted squared step. -/
def diffusion (k β a θ F : ℝ) : ℝ :=
  a ^ 2 / 2 * (rateRight k β a θ F + rateLeft k β a θ F)

/-- Backward generator of the hopping walk, acting on an observable `f` of the position. -/
def generator (k β a θ F : ℝ) (f : ℝ → ℝ) (x : ℝ) : ℝ :=
  rateRight k β a θ F * (f (x + a) - f x) + rateLeft k β a θ F * (f (x - a) - f x)

/-- The generator sends the position to the drift `v`, and the squared position
to `2 x v + 2 D`. -/
theorem generator_moments (k β a θ F x : ℝ) :
    generator k β a θ F (fun y => y) x = drift k β a θ F ∧
    generator k β a θ F (fun y => y ^ 2) x
      = 2 * x * drift k β a θ F + 2 * diffusion k β a θ F := by
  constructor
  · unfold generator drift
    ring
  · unfold generator drift diffusion
    ring

/-- Local detailed balance: the right and left rates differ by the Boltzmann factor of
the work `F a` done in one step. -/
theorem detailed_balance (k β a θ F : ℝ) :
    rateRight k β a θ F = Real.exp (β * F * a) * rateLeft k β a θ F := by
  have h : θ * β * F * a = β * F * a + (θ - 1) * β * F * a := by ring
  unfold rateRight rateLeft
  rw [h, Real.exp_add]
  ring

/-- The drift is differentiable in the force, with derivative `β a²` times the sum of the right rate
weighted by `θ` and the left rate weighted by `1 - θ`. -/
theorem hasDerivAt_drift (k β a θ F : ℝ) :
    HasDerivAt (drift k β a θ)
      (β * a ^ 2 * (θ * rateRight k β a θ F + (1 - θ) * rateLeft k β a θ F)) F := by
  have h : ∀ c : ℝ, HasDerivAt (fun G : ℝ => k * Real.exp (c * β * G * a))
      (k * (Real.exp (c * β * F * a) * (c * β * a))) F := by
    intro c
    have h1 : HasDerivAt (fun G : ℝ => c * β * G * a) (c * β * a) F :=
      (((hasDerivAt_id' F).const_mul (c * β)).mul_const a).congr_deriv (by ring)
    exact h1.exp.const_mul k
  refine (((h θ).fun_sub (h (θ - 1))).const_mul a).congr_deriv ?_
  unfold rateRight rateLeft
  ring

/-- For `x ≠ 0` the quantity `x (eˣ + 1) - 2 (eˣ - 1)` has the sign of `x`. -/
theorem exp_secant_pos {x : ℝ} (hx : x ≠ 0) :
    0 < x * (x * (Real.exp x + 1) - 2 * (Real.exp x - 1)) := by
  have hd : ∀ y : ℝ, HasDerivAt
      (fun z : ℝ => z * (Real.exp z + 1) - 2 * (Real.exp z - 1))
      (1 + (y - 1) * Real.exp y) y := fun y =>
    (((hasDerivAt_id' y).fun_mul ((Real.hasDerivAt_exp y).add_const 1)).fun_sub
      (((Real.hasDerivAt_exp y).sub_const 1).const_mul 2)).congr_deriv (by ring)
  -- the bracket vanishes at zero and increases strictly to the right of it
  have hmono : StrictMonoOn
      (fun z : ℝ => z * (Real.exp z + 1) - 2 * (Real.exp z - 1)) (Set.Ici 0) := by
    apply strictMonoOn_of_deriv_pos (convex_Ici 0)
    · exact fun y _ => (hd y).continuousAt.continuousWithinAt
    · intro y hy
      rw [interior_Ici] at hy
      have hy0 : 0 < y := hy
      rw [(hd y).deriv]
      have h1 := Real.add_one_lt_exp (neg_ne_zero.2 hy0.ne')
      have h2 : Real.exp (-y) * Real.exp y = 1 := by
        rw [← Real.exp_add, neg_add_cancel, Real.exp_zero]
      nlinarith [mul_pos (sub_pos.2 h1) (Real.exp_pos y)]
  have hpos : ∀ y : ℝ, 0 < y → 0 < y * (Real.exp y + 1) - 2 * (Real.exp y - 1) := by
    intro y hy
    have h := hmono (Set.mem_Ici.2 le_rfl) (Set.mem_Ici.2 hy.le) hy
    simpa using h
  rcases lt_or_gt_of_ne hx with hneg | hp
  · -- negative arguments follow by reflection
    have h1 := mul_pos (hpos (-x) (neg_pos.2 hneg)) (Real.exp_pos x)
    have h2 : Real.exp (-x) * Real.exp x = 1 := by
      rw [← Real.exp_add, neg_add_cancel, Real.exp_zero]
    have h3 : (-x * (Real.exp (-x) + 1) - 2 * (Real.exp (-x) - 1)) * Real.exp x
        = -(x * (Real.exp x + 1) - 2 * (Real.exp x - 1)) := by
      linear_combination (-x - 2) * h2
    rw [h3] at h1
    exact mul_pos_of_neg_of_neg hneg (neg_pos.1 h1)
  · exact mul_pos hp (hpos x hp)

/-- For positive `k`, `β` and `a`, any load sharing and any nonzero force, `v F < β D F²`. -/
theorem mobility_lt {k β a : ℝ} (hk : 0 < k) (hβ : 0 < β) (ha : 0 < a) (θ : ℝ)
    {F : ℝ} (hF : F ≠ 0) :
    drift k β a θ F * F < β * diffusion k β a θ F * F ^ 2 := by
  have hx : β * F * a ≠ 0 := mul_ne_zero (mul_ne_zero hβ.ne' hF) ha.ne'
  have hL : 0 < rateLeft k β a θ F := mul_pos hk (Real.exp_pos _)
  have hp := mul_pos (half_pos hL) (exp_secant_pos hx)
  -- detailed balance turns the deficit into the elementary inequality
  have key : β * (β * diffusion k β a θ F * F ^ 2 - drift k β a θ F * F)
      = rateLeft k β a θ F / 2 * (β * F * a * (β * F * a * (Real.exp (β * F * a) + 1)
        - 2 * (Real.exp (β * F * a) - 1))) := by
    unfold diffusion drift
    rw [detailed_balance]
    ring
  rw [← key] at hp
  exact sub_pos.1 ((mul_pos_iff_of_pos_left hβ).1 hp)

/-- The relation `dv/dF = β D` holds at the force `F` exactly when the load is shared
symmetrically or the force vanishes. -/
theorem differential_einstein_iff {k β a : ℝ} (hk : 0 < k) (hβ : 0 < β) (ha : 0 < a)
    (θ F : ℝ) :
    HasDerivAt (drift k β a θ) (β * diffusion k β a θ F) F ↔ θ = 1 / 2 ∨ F = 0 := by
  constructor
  · intro h
    have h1 := h.unique (hasDerivAt_drift k β a θ F)
    unfold diffusion at h1
    rw [detailed_balance] at h1
    have hL : 0 < rateLeft k β a θ F := mul_pos hk (Real.exp_pos _)
    have hc : β * a ^ 2 * rateLeft k β a θ F ≠ 0 := by positivity
    have h2 : (β * a ^ 2 * rateLeft k β a θ F) *
        ((θ - 1 / 2) * (Real.exp (β * F * a) - 1)) = 0 := by
      linear_combination -h1
    rcases mul_eq_zero.1 ((mul_eq_zero.1 h2).resolve_left hc) with h3 | h3
    · exact Or.inl (sub_eq_zero.1 h3)
    · -- equal rates mean that no work is done in a step
      have h4 : β * F * a = 0 := (Real.exp_eq_one_iff _).1 (sub_eq_zero.1 h3)
      have h5 := (mul_eq_zero.1 h4).resolve_right ha.ne'
      exact Or.inr ((mul_eq_zero.1 h5).resolve_left hβ.ne')
  · intro h
    refine (hasDerivAt_drift k β a θ F).congr_deriv ?_
    rcases h with h | h
    · subst h
      unfold diffusion
      ring
    · subst h
      simp only [diffusion, rateRight, rateLeft, mul_zero, zero_mul, Real.exp_zero]
      ring

/-- Einstein relation of linear response: for any load sharing, `v / F` tends to
`β D(0)` as the force tends to zero. -/
theorem linear_response {k β a : ℝ} (hk : 0 < k) (hβ : 0 < β) (ha : 0 < a) (θ : ℝ) :
    Tendsto (fun F => drift k β a θ F / F) (𝓝[≠] 0) (𝓝 (β * diffusion k β a θ 0)) := by
  have h := hasDerivAt_iff_tendsto_slope_zero.1
    ((differential_einstein_iff hk hβ ha θ 0).2 (Or.inr rfl))
  have h0 : drift k β a θ 0 = 0 := by simp [drift, rateRight, rateLeft]
  refine h.congr fun F => ?_
  rw [h0, zero_add, sub_zero, smul_eq_mul, div_eq_inv_mul]

/-- Einstein relation beyond linear response, for the rates `k exp(± β F a / 2)`:
`dv/dF = β D(F)` at every force, while `v F < β D(F) F²` at every nonzero force. -/
theorem einstein_beyond_linear_response {k β a : ℝ} (hk : 0 < k) (hβ : 0 < β)
    (ha : 0 < a) :
    (∀ F, HasDerivAt (drift k β a (1 / 2)) (β * diffusion k β a (1 / 2) F) F) ∧
    (∀ F, F ≠ 0 →
      drift k β a (1 / 2) F * F < β * diffusion k β a (1 / 2) F * F ^ 2) :=
  ⟨fun F => (differential_einstein_iff hk hβ ha _ F).2 (Or.inl rfl),
    fun _ hF => mobility_lt hk hβ ha _ hF⟩

end

end EinsteinBeyondLinearResponse
```

```lean
#print axioms EinsteinBeyondLinearResponse.generator_moments
#print axioms EinsteinBeyondLinearResponse.linear_response
#print axioms EinsteinBeyondLinearResponse.einstein_beyond_linear_response
```

```
'EinsteinBeyondLinearResponse.generator_moments' depends on axioms: [propext, Classical.choice, Quot.sound]
'EinsteinBeyondLinearResponse.linear_response' depends on axioms: [propext, Classical.choice, Quot.sound]
'EinsteinBeyondLinearResponse.einstein_beyond_linear_response' depends on axioms: [propext, Classical.choice, Quot.sound]
```

## From the generator to the two mobilities

`generator_moments` supports the definitions of drift and diffusion. Applied to the position $x$, the generator gives $v$; applied to $x^2$, it gives $2xv+2D$. Both are polynomial identities in the rates, and `ring` closes them.

`detailed_balance` splits the exponent $\theta\beta Fa$ into $\beta Fa+(\theta-1)\beta Fa$ and turns the exponential of the sum into a product. The proofs of `mobility_lt` and `differential_einstein_iff` use it to eliminate $k_+$.

`hasDerivAt_drift` is the differentiation above. The auxiliary statement `h` treats $k\,e^{c\beta Ga}$ for an arbitrary constant $c$, and the proof applies it with $c=\theta$ and $c=\theta-1$.

`exp_secant_pos` is the inequality $w\,g(w)>0$, with its variable `x` in the role of $w$. The derivative of $g$ is `hd`. The step `hmono` shows that $g$ increases strictly on $[0,\infty)$: `Real.add_one_lt_exp` at $-y$ supplies $1-y<e^{-y}$, and the product of this inequality with $e^y$, passed to `nlinarith`, gives $g'(y)>0$. Comparison with $g(0)=0$ gives `hpos`. For negative arguments, `h3` is the reflection identity $g(-x)e^x=-g(x)$, and the product of two negative numbers is positive.

In `mobility_lt`, the equation `key` is the identity that expresses $\beta(\beta DF^2-vF)$ as $k_-/2$ times $w\,g(w)$. The right side is positive by the preceding lemma, and since $\beta>0$ the deficit $\beta DF^2-vF$ is positive too.

The forward direction of `differential_einstein_iff` starts from the uniqueness of derivatives. If $\beta D$ is a derivative of the drift at $F$, it must equal the one already computed. After detailed balance this becomes `h2`, a vanishing product with the factors $\beta a^2k_-$, $\theta-1/2$ and $e^{\beta Fa}-1$. The first is nonzero, so one of the other two is zero, and `Real.exp_eq_one_iff` turns the exponential case into $\beta Fa=0$ and hence $F=0$. The reverse direction substitutes $\theta=1/2$ or $F=0$ into the general derivative.

`linear_response` takes the case $F=0$ of that equivalence and rewrites the derivative as a limit of difference quotients, using $v(0)=0$. The final theorem combines the reverse direction at $\theta=1/2$ with `mobility_lt`.

## The size of the gap, and strong driving

For your simulation of one non-interacting walker with an even split, $\beta D(F)$ is the response of the drift to a small additional force on top of $F$. Used as an estimate of $v/F$, it is too large. Dividing the definitions of $v$ and $D$ shows by how much:

$$\frac{v/F}{\beta D}=\frac{\tanh(\beta Fa/2)}{\beta Fa/2}\qquad(F\neq0).$$

This closed form is an addition to the file, which proves only that the ratio is below one. It does not contain $\theta$. At $\beta Fa=2$ it is about $0.76$, so $\beta D$ overestimates $v/F$ by about 31 percent.

Under very strong driving nearly all hops go one way. Then $D\approx a|v|/2$, and the ratio falls off as $2/(\beta|F|a)$. The spread comes from the randomness of the hopping times, and the diffusion coefficient is proportional to the drift speed.

## Defining drift and diffusion from trajectories

The coefficients could also have been defined as you measure them, with $v$ as the long-time limit of mean displacement over time and $D$ as that of the variance over twice the time. The formalisation would then also need the mean and variance of the position as functions of time, obtained for instance by constructing the jump process. For this walk the values would be the same: the rates do not depend on position, so the mean grows at the constant rate $v$ and the variance at the constant rate $2D$. With position-dependent rates the two descriptions separate, because the local quantities vary from site to site and in general their values at a single site do not give the long-time coefficients.
